# Parallel fields along the occupied orbitals of U0 exp(tA) have a fixed generator in the rotating frame

Take one occupied and one virtual orbital in a two-function orthonormal basis, and rotate them at a constant rate k. The occupied orbital C and a tangent field X of size ℓ are

    C(t) = (cos kt, sin kt)ᵀ,  X(t) = ℓ (−sin kt, cos kt)ᵀ.

Then CᵀX = 0 and X' = −kℓ C. The field changes only along the occupied orbital, and its components in the rotating pair of orbitals are always (0, ℓ).

For any finite number of real orthonormal orbitals, let a constant antisymmetric generator A couple only occupied with virtual ones. A field X with CᵀX = 0 then changes only within the occupied space exactly when its components in the rotating orbitals are constant. The type `o` labels occupied orbitals and `v` virtual ones; `o ⊕ v` labels all orbitals and also the orthonormal basis functions.

In Lean 4 with Mathlib:

```lean
import Mathlib

open Matrix

namespace RotatingFrameTransport

noncomputable section

variable {m n p o v : Type*} [Fintype n] [DecidableEq n]
  [Fintype o] [DecidableEq o] [Fintype v] [DecidableEq v]
```

Matrix curves are differentiated entry by entry.

```lean
/-- The matrix curve `M` has the derivative `M'` at time `t`, entry by entry. -/
def HasMatDerivAt (M : ℝ → Matrix m p ℝ) (M' : Matrix m p ℝ) (t : ℝ) : Prop :=
  ∀ i j, HasDerivAt (fun s => M s i j) (M' i j) t
```

An antisymmetric generator without occupied-occupied or virtual-virtual block is fixed by its virtual-occupied block K, since the opposite block must be −Kᵀ. This form serves as the definition. Write A for the generator with block K, and B for the one with block L.

```lean
/-- The antisymmetric orbital-rotation generator with virtual-occupied block `K` and no
occupied-occupied or virtual-virtual block. -/
def rotGen (K : Matrix v o ℝ) : Matrix (o ⊕ v) (o ⊕ v) ℝ := fromBlocks 0 (-Kᵀ) K 0
```

The selector E = (1; 0), with the semicolon separating occupied from virtual rows, picks the occupied columns.

```lean
/-- The selector `E` of the occupied columns. -/
def occ (o v : Type*) [DecidableEq o] : Matrix (o ⊕ v) o ℝ := fromRows 1 0
```

The frame is U(t) = U0 exp(tA), with A constant in time.

```lean
/-- The rotating frame `U(t) = U0 exp(tA)`, where `A` is the generator with block `K`. -/
def frame (U0 : Matrix (o ⊕ v) (o ⊕ v) ℝ) (K : Matrix v o ℝ) (t : ℝ) :
    Matrix (o ⊕ v) (o ⊕ v) ℝ := U0 * NormedSpace.exp (t • rotGen K)
```

The occupied orbitals are C = U E.

```lean
/-- The occupied orbitals `C(t) = U(t) E`. -/
def orbitals (U0 : Matrix (o ⊕ v) (o ⊕ v) ℝ) (K : Matrix v o ℝ) (t : ℝ) :
    Matrix (o ⊕ v) o ℝ := frame U0 K t * occ o v
```

Each B gives a field X_B = U B E.

```lean
/-- The field `X_B(t) = U(t) B E`, where `B` is the generator with block `L`. -/
def frameField (U0 : Matrix (o ⊕ v) (o ⊕ v) ℝ) (K L : Matrix v o ℝ) (t : ℝ) :
    Matrix (o ⊕ v) o ℝ := frame U0 K t * (rotGen L * occ o v)
```

A field X is parallel along C if, at every real t,

    CᵀX = 0 and (1 − C Cᵀ) X' = 0.

The first condition excludes mere mixing of the occupied orbitals among themselves. The second lets X change only within the occupied space. For orthonormal orbitals with CᵀC' = 0, as in the curves treated here, this is parallel transport on the Grassmann manifold of occupied subspaces. If the occupied orbitals also mix among themselves along the curve, the second condition is no longer the right one.

```lean
/-- `X` is parallel along the orbital curve `C`: at all times `Cᵀ X = 0`, and `X` has a
derivative `X'` with `(1 - C Cᵀ) X' = 0`. -/
def IsParallelAlong (C X : ℝ → Matrix n o ℝ) : Prop :=
  ∀ t, (C t)ᵀ * X t = 0 ∧
    ∃ X', HasMatDerivAt X X' t ∧ (1 - C t * (C t)ᵀ) * X' = 0
```

## Derivatives and block products

The product rule is (MN)' = M'N + MN', summed over the inner index.

```lean
omit [DecidableEq n] in
/-- The product rule for matrix curves. -/
theorem HasMatDerivAt.mul {M : ℝ → Matrix m n ℝ} {N : ℝ → Matrix n p ℝ}
    {M' : Matrix m n ℝ} {N' : Matrix n p ℝ} {t : ℝ}
    (hM : HasMatDerivAt M M' t) (hN : HasMatDerivAt N N' t) :
    HasMatDerivAt (fun s => M s * N s) (M' * N t + M t * N') t := by
  intro i j
  simp only [Matrix.mul_apply, Matrix.add_apply, ← Finset.sum_add_distrib]
  exact HasDerivAt.fun_sum fun k _ => (hM i k).fun_mul (hN k j)
```

A constant matrix has derivative zero.

```lean
private lemma const_deriv (N : Matrix m p ℝ) (t : ℝ) : HasMatDerivAt (fun _ => N) 0 t :=
  fun i j => hasDerivAt_const t (N i j)
```

For the exponential, (exp(tA))' = exp(tA) A. The proof picks a matrix norm, differentiates there and reads off each entry.

```lean
private lemma exp_deriv (A : Matrix n n ℝ) (t : ℝ) :
    HasMatDerivAt (fun s => NormedSpace.exp (s • A)) (NormedSpace.exp (t • A) * A) t := by
  let : NormedRing (Matrix n n ℝ) := Matrix.linftyOpNormedRing
  let : NormedAlgebra ℝ (Matrix n n ℝ) := Matrix.linftyOpNormedAlgebra
  have : CompleteSpace (Matrix n n ℝ) := FiniteDimensional.complete ℝ _
  intro i j
  let entry : Matrix n n ℝ →ₗ[ℝ] ℝ :=
    { toFun := fun M => M i j, map_add' := fun _ _ => rfl, map_smul' := fun _ _ => rfl }
  exact (LinearMap.toContinuousLinearMap entry).hasFDerivAt.comp_hasDerivAt t
    (hasDerivAt_exp_smul_const A t)
```

The generator satisfies Aᵀ = −A.

```lean
omit [Fintype o] [DecidableEq o] [Fintype v] [DecidableEq v] in
private lemma rotGen_transpose (K : Matrix v o ℝ) : (rotGen K)ᵀ = -rotGen K := by
  ext (i | i) (j | j) <;> simp [rotGen]
```

Acting on E, a generator leaves only virtual rows: B E = (0; L).

```lean
omit [DecidableEq v] in
private lemma rotGen_mul_occ (L : Matrix v o ℝ) : rotGen L * occ o v = fromRows 0 L := by
  ext (i | i) j <;>
    simp [rotGen, occ, Matrix.mul_apply, Fintype.sum_sum_type, Matrix.one_apply]
```

Acting on virtual rows Y, it leaves only occupied ones:

    A (0; Y) = (−KᵀY; 0) = −E KᵀY.

```lean
omit [DecidableEq v] in
private lemma rotGen_mul_virt (K Y : Matrix v o ℝ) :
    rotGen K * fromRows (0 : Matrix o o ℝ) Y = -(occ o v * (Kᵀ * Y)) := by
  ext (i | i) j <;>
    simp [rotGen, occ, Matrix.mul_apply, Fintype.sum_sum_type]
```

## The fields U B E are parallel

Let U0ᵀU0 = 1. Then

    UᵀU = exp(−tA) U0ᵀU0 exp(tA) = 1.

```lean
variable {U0 : Matrix (o ⊕ v) (o ⊕ v) ℝ}

/-- If `U0` is orthogonal, the rotating frame is orthogonal at all times. -/
theorem frame_orthogonal (hU : U0ᵀ * U0 = 1) (K : Matrix v o ℝ) (t : ℝ) :
    (frame U0 K t)ᵀ * frame U0 K t = 1 := by
  have hc : Commute (-(t • rotGen K)) (t • rotGen K) := (Commute.refl _).neg_left
  rw [frame, transpose_mul, Matrix.mul_assoc, ← Matrix.mul_assoc U0ᵀ, hU, Matrix.one_mul,
    ← Matrix.exp_transpose, transpose_smul, rotGen_transpose, smul_neg,
    ← Matrix.exp_add_of_commute _ _ hc, neg_add_cancel, NormedSpace.exp_zero]
```

Hence Uᵀ(U Z) = Z for every Z.

```lean
private lemma frame_cancel (hU : U0ᵀ * U0 = 1) (K : Matrix v o ℝ) (t : ℝ)
    (Z : Matrix (o ⊕ v) o ℝ) : (frame U0 K t)ᵀ * (frame U0 K t * Z) = Z := by
  rw [← Matrix.mul_assoc, frame_orthogonal hU, Matrix.one_mul]
```

The product rule gives U' = U A.

```lean
private lemma frame_deriv (K : Matrix v o ℝ) (t : ℝ) :
    HasMatDerivAt (frame U0 K) (frame U0 K t * rotGen K) t := by
  have h := (const_deriv U0 t).mul (exp_deriv (rotGen K) t)
  rw [Matrix.zero_mul, zero_add, ← Matrix.mul_assoc] at h
  exact h
```

The orbital velocity is therefore one of these fields, C' = U A E = X_A.

```lean
/-- The velocity of the occupied orbitals is the field `X_A` of the generator `A` that
drives the frame. -/
theorem orbitals_deriv (K : Matrix v o ℝ) (t : ℝ) :
    HasMatDerivAt (orbitals U0 K) (frameField U0 K K t) t := by
  have h := (frame_deriv (U0 := U0) K t).mul (const_deriv (occ o v) t)
  rw [Matrix.mul_zero, add_zero, Matrix.mul_assoc] at h
  exact h
```

For general B, the two block products give

    X_B' = U A B E = −U E KᵀL = −C KᵀL.

```lean
/-- The derivative of `X_B` is `-C Kᵀ L`, a combination of the occupied orbitals. -/
theorem frameField_deriv (K L : Matrix v o ℝ) (t : ℝ) :
    HasMatDerivAt (frameField U0 K L) (-(orbitals U0 K t * (Kᵀ * L))) t := by
  have h := (frame_deriv (U0 := U0) K t).mul (const_deriv (rotGen L * occ o v) t)
  rw [Matrix.mul_zero, add_zero, rotGen_mul_occ, Matrix.mul_assoc, rotGen_mul_virt,
    Matrix.mul_neg, ← Matrix.mul_assoc, ← rotGen_mul_occ] at h
  exact h
```

Both conditions follow. First, CᵀX_B = EᵀUᵀU B E = Eᵀ(0; L) = 0. Second, CᵀC = EᵀE = 1, so

    (1 − C Cᵀ)(−C KᵀL) = −C KᵀL + C KᵀL = 0.

```lean
/-- For orthogonal `U0`, the field `X_B` is parallel along the occupied orbitals. -/
theorem frameField_parallel (hU : U0ᵀ * U0 = 1) (K L : Matrix v o ℝ) :
    IsParallelAlong (orbitals U0 K) (frameField U0 K L) := by
  intro t
  refine ⟨?_, _, frameField_deriv K L t, ?_⟩
  · rw [orbitals, frameField, transpose_mul, Matrix.mul_assoc, frame_cancel hU,
      rotGen_mul_occ]
    ext i j
    simp [occ, Matrix.mul_apply, Fintype.sum_sum_type]
  · have hC : (orbitals U0 K t)ᵀ * orbitals U0 K t = 1 := by
      rw [orbitals, transpose_mul, Matrix.mul_assoc, frame_cancel hU]
      ext i j
      simp only [occ, Matrix.mul_apply, Fintype.sum_sum_type, Matrix.one_apply,
        Matrix.transpose_apply, fromRows_apply_inl, fromRows_apply_inr]
      rcases eq_or_ne i j with rfl | hij
      · simp
      · simp [hij, hij.symm]
    rw [Matrix.mul_neg, Matrix.sub_mul, Matrix.one_mul, Matrix.mul_assoc,
      ← Matrix.mul_assoc (orbitals U0 K t)ᵀ, hC, Matrix.one_mul, sub_self, neg_zero]
```

## Every parallel field has this form

Let X be parallel and put Z = UᵀX. Since EᵀZ = CᵀX = 0, we have Z = (0; W) for some virtual block W (`hrows`). The second condition says X' = C CᵀX', so

    Z' = (U A)ᵀX + UᵀX' = −A Z + E CᵀX' = E (KᵀW + CᵀX').

This has no virtual rows, so W' = 0 (`hder`) and W is a constant L (`hconst`). As U is square, U Uᵀ = 1 as well, and X = U Z = U (0; L) = U B E.

Suppose that a direct minimiser, for real orbitals in a finite orthonormal basis, steps along such a curve and parallel-transports an old search direction to combine it with a new one. The transported direction then has the same block L in the frame U(t). No energy functional enters, and curves with a time-dependent A are not treated.

```lean
/-- For orthogonal `U0`, a field is parallel along the occupied orbitals if and only if it is
`U(t) B E`, where `B` is the generator with a virtual-occupied block `L` that does not depend on
time. -/
theorem parallel_iff_fixed_generator (hU : U0ᵀ * U0 = 1) (K : Matrix v o ℝ)
    (X : ℝ → Matrix (o ⊕ v) o ℝ) :
    IsParallelAlong (orbitals U0 K) X ↔ ∃ L, ∀ t, X t = frameField U0 K L t := by
  constructor
  · intro h
    -- in the rotating frame the occupied rows of the field vanish
    have hrows : ∀ t, (frame U0 K t)ᵀ * X t
        = fromRows 0 ((frame U0 K t)ᵀ * X t).toRows₂ := by
      intro t
      have h1 := (h t).1
      rw [orbitals, transpose_mul, Matrix.mul_assoc] at h1
      generalize (frame U0 K t)ᵀ * X t = Z at h1 ⊢
      ext (i | i) j
      · have h2 := congrFun (congrFun h1 i) j
        simpa [occ, Matrix.mul_apply, Fintype.sum_sum_type, Matrix.one_apply] using h2
      · rfl
    -- and the virtual rows have zero derivative
    have hder : ∀ i j t,
        HasDerivAt (fun s => ((frame U0 K s)ᵀ * X s) (Sum.inr i) j) 0 t := by
      intro i j t
      obtain ⟨X', hX, hP⟩ := (h t).2
      have hT : HasMatDerivAt (fun s => (frame U0 K s)ᵀ) (frame U0 K t * rotGen K)ᵀ t :=
        fun a b => frame_deriv K t b a
      have hX' : X' = frame U0 K t * (occ o v * ((orbitals U0 K t)ᵀ * X')) := by
        rw [Matrix.sub_mul, Matrix.one_mul, sub_eq_zero, Matrix.mul_assoc] at hP
        rw [← Matrix.mul_assoc (frame U0 K t)]
        exact hP
      have e : (frame U0 K t * rotGen K)ᵀ * X t + (frame U0 K t)ᵀ * X'
          = occ o v * (Kᵀ * ((frame U0 K t)ᵀ * X t).toRows₂ + (orbitals U0 K t)ᵀ * X') := by
        have e1 : (frame U0 K t)ᵀ * X' = occ o v * ((orbitals U0 K t)ᵀ * X') :=
          (congrArg (fun Z => (frame U0 K t)ᵀ * Z) hX').trans (frame_cancel hU K t _)
        have e2 : rotGen K * ((frame U0 K t)ᵀ * X t)
            = -(occ o v * (Kᵀ * ((frame U0 K t)ᵀ * X t).toRows₂)) :=
          (congrArg (fun Z => rotGen K * Z) (hrows t)).trans (rotGen_mul_virt K _)
        rw [e1, transpose_mul, rotGen_transpose, Matrix.mul_assoc, Matrix.neg_mul, e2,
          neg_neg, Matrix.mul_add]
      refine (hT.mul hX (Sum.inr i) j).congr_deriv
        ((congrFun (congrFun e (Sum.inr i)) j).trans ?_)
      rw [Matrix.mul_apply]
      simp [occ]
    refine ⟨((frame U0 K 0)ᵀ * X 0).toRows₂, fun t => ?_⟩
    have hconst : ((frame U0 K t)ᵀ * X t).toRows₂ = ((frame U0 K 0)ᵀ * X 0).toRows₂ := by
      ext i j
      exact is_const_of_deriv_eq_zero (fun s => (hder i j s).differentiableAt)
        (fun s => (hder i j s).deriv) t 0
    rw [frameField, rotGen_mul_occ, ← hconst, ← hrows t, ← Matrix.mul_assoc,
      mul_eq_one_comm.mp (frame_orthogonal hU K t), Matrix.one_mul]
  · rintro ⟨L, hL⟩
    rw [show X = frameField U0 K L from funext hL]
    exact frameField_parallel hU K L
```

## Frobenius products are conserved

If X and Y are parallel with blocks L and M, the frame drops out:

    XᵀY = (0; L)ᵀ UᵀU (0; M) = LᵀM.

The trace is the Frobenius product, so it is the same at any two times s and t.

```lean
/-- For orthogonal `U0`, the Frobenius product of two fields that are parallel along the
occupied orbitals is the same at all times. -/
theorem frobenius_constant (hU : U0ᵀ * U0 = 1) (K : Matrix v o ℝ)
    {X Y : ℝ → Matrix (o ⊕ v) o ℝ} (hX : IsParallelAlong (orbitals U0 K) X)
    (hY : IsParallelAlong (orbitals U0 K) Y) (s t : ℝ) :
    trace ((X s)ᵀ * Y s) = trace ((X t)ᵀ * Y t) := by
  obtain ⟨L, hL⟩ := (parallel_iff_fixed_generator hU K X).1 hX
  obtain ⟨M, hM⟩ := (parallel_iff_fixed_generator hU K Y).1 hY
  -- the orthogonal frame drops out of the overlap
  have key : ∀ r, (X r)ᵀ * Y r = (rotGen L * occ o v)ᵀ * (rotGen M * occ o v) := by
    intro r
    rw [hL, hM, frameField, frameField, transpose_mul (frame U0 K r), Matrix.mul_assoc,
      frame_cancel hU]
  rw [key s, key t]

end

end RotatingFrameTransport
```

```lean
#print axioms RotatingFrameTransport.orbitals_deriv
-- 'RotatingFrameTransport.orbitals_deriv' depends on axioms: [propext, Classical.choice, Quot.sound]
#print axioms RotatingFrameTransport.parallel_iff_fixed_generator
-- 'RotatingFrameTransport.parallel_iff_fixed_generator' depends on axioms: [propext, Classical.choice, Quot.sound]
#print axioms RotatingFrameTransport.frobenius_constant
-- 'RotatingFrameTransport.frobenius_constant' depends on axioms: [propext, Classical.choice, Quot.sound]
```

## One occupied and two virtual orbitals in numbers

Take U0 = 1, K = (2, 0)ᵀ, L = (3, 4)ᵀ and M = (1, 2)ᵀ. At t = 0 the fields are (0, 3, 4)ᵀ and (0, 1, 2)ᵀ, with product 3 + 8 = 11. At t = π/4 the first two axes have turned by π/2, so

    C = (0, 1, 0)ᵀ,  X = (−3, 0, 4)ᵀ,  Y = (−1, 0, 2)ᵀ.

Both fields are orthogonal to C, and their product is again 3 + 8 = 11. Here KᵀL = 6, so X' = −6 C = (0, −6, 0)ᵀ, which lies along the occupied orbital.
